# A real function on a periodic grid is nonnegative if its matrix in the full plane-wave basis is positive semidefinite

On a one-dimensional periodic grid of `n` points, with `n` nonzero, a real function `f` acts on wave functions by multiplication, as a local potential does. In the basis of plane waves `exp(2πi k x / n)`, taken without a normalising factor, this action has the matrix `fhat f (G - H)`, where `G` and `H` are wave vectors and `fhat f k` is the Fourier coefficient `(1/n) ∑ₓ f(x) exp(-2πi k x / n)`. The theorem `nonneg_of_posSemidef` states that if this matrix, taken over all `n` wave vectors, is positive semidefinite, then `f y` is nonnegative at every grid point `y`. The proof picks coefficients `c` whose wave function is `n` at `y` and zero elsewhere, so that the quadratic form equals `n` times `f y`. Positive semidefiniteness makes the form nonnegative, and the sign of `f y` follows because `n` is positive.

This version doesn't compile in Lean 4 with Mathlib:

```lean
import Mathlib

open scoped ComplexOrder ComplexConjugate Matrix

namespace NonnegOfPosSemidef

noncomputable section

variable {n : ℕ} [NeZero n]

/-- The plane wave `exp(2πi k x / n)` with wave vector `k` at the grid point `x`. -/
def wave (k x : ZMod n) : ℂ := ZMod.stdAddChar (x * k)

/-- The Fourier coefficient `(1/n) ∑ₓ f(x) exp(-2πi k x / n)` of a real function on a periodic
grid of `n ≠ 0` points. -/
def fhat (f : ZMod n → ℝ) (k : ZMod n) : ℂ :=
  (1 / (n : ℂ)) * ∑ x, (f x : ℂ) * conj (wave k x)

/-- The matrix `fhat(G - H)`, with `G` and `H` in a chosen set `S` of wave vectors. -/
def stepMatrix (f : ZMod n → ℝ) (S : Finset (ZMod n)) : Matrix S S ℂ :=
  Matrix.of fun G H => fhat f ((G : ZMod n) - (H : ZMod n))

/-- The wave function on the grid with plane-wave coefficients `c` on the set `S`. -/
def synth (S : Finset (ZMod n)) (c : S → ℂ) (x : ZMod n) : ℂ :=
  ∑ G : S, c G * wave (G : ZMod n) x

/-- The plane wave of a difference of wave vectors is the product of one plane wave with the
conjugate of the other. -/
theorem wave_sub (G H x : ZMod n) : wave (G - H) x = wave G x * conj (wave H x) := by
  unfold wave
  rw [mul_sub, sub_eq_add_neg, AddChar.map_add_eq_mul, AddChar.map_neg_eq_conj]

/-- A plane wave summed over the grid gives `n` for zero wave vector and `0` otherwise. -/
theorem sum_wave (k : ZMod n) : ∑ x, wave k x = if k = 0 then (n : ℂ) else 0 := by
  unfold wave
  rw [AddChar.sum_mulShift k (ZMod.isPrimitive_stdAddChar n)]
  split_ifs <;> simp [ZMod.card]

/-- The matrix acts on coefficients by forming the wave function on the grid, multiplying it
by `f`, and taking the Fourier coefficients in `S` of the product. -/
theorem stepMatrix_mulVec (f : ZMod n → ℝ) (S : Finset (ZMod n)) (c : S → ℂ) (G : S) :
    (stepMatrix f S *ᵥ c) G =
      (1 / (n : ℂ)) * ∑ x, (f x : ℂ) * conj (wave (G : ZMod n) x) * synth S c x := by
  simp only [Matrix.mulVec, dotProduct, stepMatrix, Matrix.of_apply, fhat, synth, wave_sub,
    map_mul, Complex.conj_conj, Finset.mul_sum, Finset.sum_mul]
  rw [Finset.sum_comm]
  refine Finset.sum_congr rfl fun x _ => Finset.sum_congr rfl fun H _ => ?_
  ring

/-- The quadratic form of the matrix is the grid average of `f` times the density `|ψ|²` of the
wave function `ψ` with the given coefficients. -/
theorem quadratic_form (f : ZMod n → ℝ) (S : Finset (ZMod n)) (c : S → ℂ) :
    star c ⬝ᵥ (stepMatrix f S *ᵥ c) =
      ((1 / (n : ℝ) * ∑ x, f x * ‖synth S c x‖ ^ 2 : ℝ) : ℂ) := by
  have hconj : ∀ x, conj (synth S c x) = ∑ G : S, conj (c G) * conj (wave (G : ZMod n) x) := by
    intro x
    simp only [synth, map_sum, map_mul]
  push_cast
  simp only [← Complex.conj_mul', hconj, dotProduct, stepMatrix_mulVec, Pi.star_apply,
    Finset.mul_sum, Finset.sum_mul]
  rw [Finset.sum_comm]
  refine Finset.sum_congr rfl fun x _ => Finset.sum_congr rfl fun G _ => ?_
  simp only [starRingEnd_apply]
  ring

/-- If the matrix built on all wave vectors of the grid is positive semidefinite, then `f` is
nonnegative at every grid point. -/
theorem nonneg_of_posSemidef (f : ZMod n → ℝ)
    (h : (stepMatrix f Finset.univ).PosSemidef) (y : ZMod n) : 0 ≤ f y := by
  have hn : (0 : ℝ) < n := Nat.cast_pos.mpr (Nat.pos_of_ne_zero (NeZero.ne n))
  have hcomm : ∀ k x : ZMod n, wave k x = wave x k := fun k x => by
    unfold wave
    rw [mul_comm]
  -- these coefficients give a wave function localised at the grid point y
  let c : (Finset.univ : Finset (ZMod n)) → ℂ := fun G => conj (wave (G : ZMod n) y)
  have hloc : ∀ x, synth Finset.univ c x = if x - y = 0 then (n : ℂ) else 0 := by
    intro x
    rw [← sum_wave (x - y)]
    change ∑ G : (Finset.univ : Finset (ZMod n)),
      conj (wave (G : ZMod n) y) * wave (G : ZMod n) x = _
    rw [Finset.sum_coe_sort Finset.univ (fun G : ZMod n => conj (wave G y) * wave G x)]
    refine Finset.sum_congr rfl fun G _ => ?_
    rw [wave_sub, hcomm G y, hcomm G x, mul_comm]
  have hq := h.dotProduct_mulVec_nonneg c
  rw [quadratic_form] at hq
  have hr := Complex.zero_le_real.mp hq
  have hsum : ∑ x, f x * ‖synth Finset.univ c x‖ ^ 2 = f y * (n : ℝ) ^ 2 := by
    rw [Finset.sum_eq_single y]
    · rw [hloc, if_pos (sub_self y), Complex.norm_natCast]
    · intro x _ hx
      rw [hloc, if_neg (sub_ne_zero.mpr hx)]
      simp
    · intro hy
      exact absurd (Finset.mem_univ y) hy
  have hval : 1 / (n : ℝ) * (f y * (n : ℝ) ^ 2) = f y * n := by
    field_simp
  rw [hsum, hval] at hr
  by_contra hneg
  linarith [mul_neg_of_neg_of_pos (not_le.mp hneg) hn]

end

end NonnegOfPosSemidef
```

Messages:

```
Main.lean:75:11: error: invalid binder name `Finset.univ`, it must be atomic
```

What went wrong. The error is one of syntax, in the type given to `c`. Lean writes dependent function types as `(x : A) → B`, where `x` is a bound variable. The text `(Finset.univ : Finset (ZMod n)) → ℂ` has just this shape, so Lean read `Finset.univ` as the name of a new variable, not as the existing finset with its type ascribed. A bound variable's name must be atomic, that is, a single component with no dots, and `Finset.univ` has two components; hence the message.

The repair puts `↥` before the parenthesis. The domain of the arrow then no longer starts with a parenthesis that could open a binder, and `(Finset.univ : Finset (ZMod n))` is read as a term with a type ascription. The `↥` turns that finset into the type of its elements, which is the domain meant for `c`. The definition of `c` after `:=` is unchanged.

As a diff, the version that Lean accepts:

```diff
@@ -73,5 +73,5 @@
     rw [mul_comm]
   -- these coefficients give a wave function localised at the grid point y
-  let c : (Finset.univ : Finset (ZMod n)) → ℂ := fun G => conj (wave (G : ZMod n) y)
+  let c : ↥(Finset.univ : Finset (ZMod n)) → ℂ := fun G => conj (wave (G : ZMod n) y)
   have hloc : ∀ x, synth Finset.univ c x = if x - y = 0 then (n : ℂ) else 0 := by
     intro x
```
